# Prefactor 1/2 in the dipole correction for a polar slab of charged planes and for a quadratic dipole model

A slab with different surfaces on its two sides can carry a dipole along its normal, and the electrostatic potentials in the vacuum on the two sides then differ. A periodic cell forces them to be equal at its edges, which puts an artificial field across the cell. This field changes the energy, and it also polarizes the slab. A correction $4\pi c\,m^2/L$, with $m$ the dipole and $L$ the cell length, can be added to the energy, and the question is which prefactor $c$ repairs both errors.

Here the charge is a finite set of uniformly charged planes, and the polarization is described by a quadratic energy in one variable, the dipole. Units are Gaussian, and energies and dipoles are per unit area.

## Charged planes in a cell

The planes are labelled by a finite index type `ι`. All quantities are real numbers.

```lean
import Mathlib

open Real

namespace SlabDipoleCorrection

noncomputable section

variable {ι : Type*} [Fintype ι]
```

Plane $i$ has surface charge $\sigma_i$ and height $z_i$. The dipole is

$$m=\sum_i \sigma_i z_i .$$

It does not depend on the origin of heights when the planes are neutral, $\sum_i\sigma_i=0$.

```lean
/-- The dipole moment per area of charged planes with surface charges `σ i` at heights `z i`. -/
def dipole (σ z : ι → ℝ) : ℝ := ∑ i, σ i * z i
```

Let $E$ be the field below all planes. By Gauss's law the field rises by $4\pi\sigma_j$ on crossing plane $j$. Integrating minus the field from height $0$, with all planes at or above that height, gives

$$\phi_E(y)=-Ey-4\pi\sum_j\sigma_j\max(y-z_j,0).$$

The maximum switches on the contribution of a plane once $y$ has passed it. In Lean, $\phi_E(y)$ is `sheetPotential σ z E y`, with the zero of potential at the lower edge.

```lean
/-- The potential at height `y` of charged planes, when the field below all planes is `E`;
each plane raises the field by `4πσ`. -/
def sheetPotential (σ z : ι → ℝ) (E y : ℝ) : ℝ :=
  -E * y - 4 * π * ∑ j, σ j * max (y - z j) 0
```

The electrostatic energy is half the sum of charge times potential,

$$U_E=\tfrac12\sum_i\sigma_i\,\phi_E(z_i).$$

The factor $\tfrac12$ is appropriate when the whole potential is determined linearly by the charge. This is so for the isolated slab, and for the periodic potential, whose edge field is shown below to be proportional to the dipole. A fixed external field would instead contribute $-Em$, without the factor $\tfrac12$. For a neutral slab, $E=0$ means no field outside the planes, so $U_0$ is the energy of the isolated slab.

```lean
/-- The electrostatic energy per area, half the sum of charge times potential. -/
def sheetEnergy (σ z : ι → ℝ) (E : ℝ) : ℝ :=
  1 / 2 * ∑ i, σ i * sheetPotential σ z E (z i)
```

## An energy for the polarizable slab

The planes above are fixed. To let the slab respond, take $m$ as a variable and postulate

$$F(m)=\frac{(m-m_0)^2}{2x}-\frac{2\pi m^2}{L}+\frac{4\pi c\,m^2}{L}.$$

Here $L$ is the cell length, $m_0$ is the dipole of the isolated slab, and $x>0$ is its polarizability per area. The first term stands for linear response: it is the cost of moving the dipole away from $m_0$, including the slab's internal electrostatics. The second is the energy shift caused by the artificial field, derived below for fixed planes and inserted here as part of the model. The third is the correction, with prefactor $c$. The choice $c=1$ would treat the artificial field $E=4\pi m/L$ as an external one, with energy $-Em=-4\pi m^2/L$, and add $+4\pi m^2/L$ to cancel it.

```lean
/-- The energy of a polarizable slab with dipole `m`: an elastic term about `m0` with
polarizability `x`, the periodic-image term, and a dipole correction with prefactor `c`. -/
def modelEnergy (L x m0 c m : ℝ) : ℝ :=
  (m - m0) ^ 2 / (2 * x) - 2 * π * m ^ 2 / L + 4 * π * c * m ^ 2 / L
```

## The edge field is $4\pi m/L$

Let $0\le z_i\le L$ for every plane, with $L>0$, and let the planes be neutral. At the lower edge every maximum vanishes, so $\phi_E(0)=0$. At the upper edge every maximum equals $L-z_j$, and

$$\phi_E(L)=-EL-4\pi\Big(L\sum_j\sigma_j-\sum_j\sigma_jz_j\Big)=-EL+4\pi m .$$

The edge potentials therefore agree exactly when $E=4\pi m/L$. Neutrality also makes the field above all planes equal to $E$.

The theorem states this equivalence, with `hz` placing the planes in the cell and `hq` expressing neutrality. In its proof, `h0` and `h1` evaluate the two sums. After multiplication by $L$, each direction is a linear rearrangement.

```lean
/-- For a neutral set of planes inside the cell `[0, L]`, the potentials at the two edges
agree if and only if the edge field is `4πm/L`. -/
theorem periodic_iff_edge_field {L : ℝ} (hL : 0 < L) {σ z : ι → ℝ}
    (hz : ∀ i, 0 ≤ z i ∧ z i ≤ L) (hq : ∑ i, σ i = 0) (E : ℝ) :
    sheetPotential σ z E 0 = sheetPotential σ z E L ↔ E = 4 * π * dipole σ z / L := by
  -- no plane lies below the lower edge
  have h0 : ∑ j, σ j * max (0 - z j) 0 = 0 := by
    apply Finset.sum_eq_zero
    intro j _
    rw [max_eq_right (by linarith [(hz j).1]), mul_zero]
  -- all planes lie below the upper edge, and neutrality leaves only the dipole
  have h1 : ∑ j, σ j * max (L - z j) 0 = -dipole σ z := by
    have h2 : ∑ j, σ j * max (L - z j) 0 = ∑ j, (σ j * L - σ j * z j) := by
      apply Finset.sum_congr rfl
      intro j _
      rw [max_eq_left (by linarith [(hz j).2]), mul_sub]
    rw [h2, Finset.sum_sub_distrib, ← Finset.sum_mul, hq, zero_mul, zero_sub]
    rfl
  unfold sheetPotential
  rw [h0, h1, eq_div_iff hL.ne']
  constructor
  · intro h
    linear_combination h
  · intro h
    linear_combination h
```

## The energy shift is $-2\pi m^2/L$

A field $E$ adds $-Ez_i$ to the potential at plane $i$. Hence

$$U_E=\tfrac12\sum_i\sigma_i\big(\phi_0(z_i)-Ez_i\big)=U_0-\tfrac12Em .$$

This step needs neither neutrality nor a cell. The intermediate statement `h` splits the sum in the same way.

```lean
/-- The energy `sheetEnergy` at edge field `E` equals its value at zero edge field minus `Em/2`,
where `m` is the dipole. -/
theorem energy_in_field (σ z : ι → ℝ) (E : ℝ) :
    sheetEnergy σ z E = sheetEnergy σ z 0 - E * dipole σ z / 2 := by
  have h : ∑ i, σ i * sheetPotential σ z E (z i)
      = ∑ i, σ i * sheetPotential σ z 0 (z i) - E * ∑ i, σ i * z i := by
    rw [Finset.mul_sum, ← Finset.sum_sub_distrib]
    apply Finset.sum_congr rfl
    intro i _
    unfold sheetPotential
    ring
  unfold sheetEnergy dipole
  rw [h]
  ring
```

Inserting the periodic value $E=4\pi m/L$ gives

$$U_E=U_0-\frac{2\pi m^2}{L}.$$

The hypothesis `hper` is the equality of the edge potentials. The proof obtains the field from the equivalence above and substitutes it.

```lean
/-- With equal edge potentials, the energy of a neutral slab inside the cell `[0, L]` lies `2πm²/L`
below its energy with vanishing edge field. -/
theorem periodic_energy_shift {L : ℝ} (hL : 0 < L) {σ z : ι → ℝ}
    (hz : ∀ i, 0 ≤ z i ∧ z i ≤ L) (hq : ∑ i, σ i = 0) {E : ℝ}
    (hper : sheetPotential σ z E 0 = sheetPotential σ z E L) :
    sheetEnergy σ z E = sheetEnergy σ z 0 - 2 * π * dipole σ z ^ 2 / L := by
  have hE := (periodic_iff_edge_field hL hz hq E).mp hper
  have h := energy_in_field σ z E
  rw [h, hE]
  ring
```

Now add the correction and compare with the isolated slab:

$$U_E+\frac{4\pi c\,m^2}{L}-U_0=\frac{2\pi m^2}{L}(2c-1).$$

If $m\neq0$, the factor in front is nonzero, and the difference vanishes exactly when $c=\tfrac12$. For $m=0$ there is nothing to correct and any $c$ would do, which is why the theorem assumes `hm`. In the proof, `hk` records that the factor is nonzero, and `h1` is the product that must vanish.

```lean
/-- For neutral planes inside the cell `[0, L]` with equal edge potentials and a nonzero dipole,
adding `4πc m²/L` to the energy gives the energy with vanishing edge field if and only if `c = 1/2`.
-/
theorem energy_correction_iff {L : ℝ} (hL : 0 < L) {σ z : ι → ℝ}
    (hz : ∀ i, 0 ≤ z i ∧ z i ≤ L) (hq : ∑ i, σ i = 0) {E : ℝ}
    (hper : sheetPotential σ z E 0 = sheetPotential σ z E L)
    (hm : dipole σ z ≠ 0) (c : ℝ) :
    sheetEnergy σ z E + 4 * π * c * dipole σ z ^ 2 / L = sheetEnergy σ z 0 ↔
      c = 1 / 2 := by
  have hs := periodic_energy_shift hL hz hq hper
  have hk : 2 * π * dipole σ z ^ 2 / L ≠ 0 :=
    div_ne_zero (mul_ne_zero (mul_ne_zero two_ne_zero Real.pi_ne_zero)
      (pow_ne_zero 2 hm)) hL.ne'
  rw [hs]
  constructor
  · intro h
    have h1 : 2 * π * dipole σ z ^ 2 / L * (2 * c - 1) = 0 := by linear_combination h
    have h2 := (mul_eq_zero.mp h1).resolve_left hk
    linarith
  · intro h
    rw [h]
    ring
```

## The same prefactor restores the dipole

The second error concerns the response. The slab should settle at $m_0$, so $m_0$ should minimize $F$. Write $m=m_0+t$ and expand:

$$F(m_0+t)-F(m_0)=\Big(\frac1{2x}+\frac{2\pi(2c-1)}{L}\Big)t^2+\frac{4\pi(2c-1)m_0}{L}\,t .$$

If $m_0$ is a minimizer, the right-hand side is nonnegative for every $t$. A quadratic $At^2+Bt$ with this property has discriminant $B^2\le0$, so $B=0$. If $m_0\ne0$, as the theorem assumes, this forces $c=\tfrac12$.

Conversely, for $c=\tfrac12$ the correction cancels the image term, and

$$F(m)-F(m_0)=\frac{(m-m_0)^2}{2x}\ge0 .$$

The Lean statement expresses minimization as an inequality over all real `m`. The equivalence of this minimization with $c=\tfrac12$ holds for all positive $x$ and $L$ and every $m_0\ne0$, without requiring the cell to be long compared with the polarizability. In the forward direction, `key` is the expansion, `q` its nonnegativity, and `discrim_le_zero` supplies the discriminant bound. In the reverse direction, `e` is the last identity.

For slab calculations in periodic cells, this shows within a one-variable linear-response model that the prefactor which corrects the energy also leaves the self-consistent dipole at its isolated value. The Lean name `bengtsson_factor` refers to Bengtsson's dipole correction for such calculations; the theorem concerns the model energy $F$ and not a density functional, and the planes carry no lateral structure.

```lean
/-- For positive `L` and `x` and for `m0 ≠ 0`, the dipole `m0` minimizes the model energy if and
only if the correction prefactor `c` is `1/2`. -/
theorem bengtsson_factor {L x m0 : ℝ} (hx : 0 < x) (hL : 0 < L) (hm : m0 ≠ 0) (c : ℝ) :
    (∀ m, modelEnergy L x m0 c m0 ≤ modelEnergy L x m0 c m) ↔ c = 1 / 2 := by
  constructor
  · intro h
    -- the energy change is a quadratic in the deviation `t` from `m0`
    have key : ∀ t, modelEnergy L x m0 c (m0 + t) - modelEnergy L x m0 c m0
        = (1 / (2 * x) + 2 * π * (2 * c - 1) / L) * (t * t)
          + (4 * π * (2 * c - 1) * m0 / L) * t + 0 := by
      intro t
      unfold modelEnergy
      ring
    have q : ∀ t, 0 ≤ (1 / (2 * x) + 2 * π * (2 * c - 1) / L) * (t * t)
          + (4 * π * (2 * c - 1) * m0 / L) * t + 0 := by
      intro t
      rw [← key t]
      exact sub_nonneg.mpr (h (m0 + t))
    -- a nonnegative quadratic without constant term has no linear term
    have d := discrim_le_zero q
    unfold discrim at d
    rw [mul_zero, sub_zero] at d
    have hb : 4 * π * (2 * c - 1) * m0 / L = 0 :=
      (pow_eq_zero_iff two_ne_zero).mp (le_antisymm d (sq_nonneg _))
    have h1 := (div_eq_zero_iff.mp hb).resolve_right hL.ne'
    have h2 := (mul_eq_zero.mp h1).resolve_right hm
    have h3 := (mul_eq_zero.mp h2).resolve_left (mul_ne_zero four_ne_zero Real.pi_ne_zero)
    linarith
  · intro h m
    -- the correction cancels the image term and leaves the elastic energy
    have e : modelEnergy L x m0 c m - modelEnergy L x m0 c m0 = (m - m0) ^ 2 / (2 * x) := by
      rw [h]
      unfold modelEnergy
      ring
    apply sub_nonneg.mp
    rw [e]
    exact div_nonneg (sq_nonneg _) (by linarith)

end

end SlabDipoleCorrection
```

```lean
#print axioms SlabDipoleCorrection.energy_correction_iff
-- 'SlabDipoleCorrection.energy_correction_iff' depends on axioms: [propext, Classical.choice, Quot.sound]
#print axioms SlabDipoleCorrection.bengtsson_factor
-- 'SlabDipoleCorrection.bengtsson_factor' depends on axioms: [propext, Classical.choice, Quot.sound]
```
